# For $a>0$, the short-range Ewald potential $\operatorname{erfc}(ar)/r$ integrates to $\pi/a^2$ over all space

The short-range Ewald potential of a unit charge, $\operatorname{erfc}(ar)/r$, is supposed to have the volume integral $\pi/a^2$, and for a cell with net charge my code uses this number in a correction for the neutralising background. I don't see why a potential that dies off like a Gaussian should leave a constant behind. I also cut the real-space sum at a radius $R$. Does the full $\pi/a^2$ still match what I compute?

## A short-range potential with a non-zero mean

The integral is $\pi/a^2$ for every $a>0$, wherever the charge sits. With a cutoff $R\ge 0$, the part of the radial integral beyond $R$ is at most $(2\pi/a^2)e^{-a^2R^2}$. That part is positive, so the full constant doesn't match a truncated sum exactly, but the mismatch is Gaussian-small in $aR$.

The constant survives because the background is everywhere, including close to the ion. The short-range potential is positive at every distance, so its average over the cell is positive too. In a cell of volume $V$ with one unit charge, the short-range potentials of the charge and all its periodic images add up to a function with mean $\pi/(a^2V)$: integrating the sum over one cell is the same as integrating a single term over all space. The long-range part has zero mean once its zero-wavevector term is left out, so the mean of the short-range part has to be accounted for separately. For net charge $Q$, in units where the Coulomb potential is $1/r$, the short-range interaction of the charges with the background is $-\pi Q^2/(a^2V)$ per cell, and that of the background with itself is $+\pi Q^2/(2a^2V)$. Together they give the correction $-\pi Q^2/(2a^2V)$ to the energy per cell.

## The integral, shell by shell

Define

$$\operatorname{erf}(x)=\frac{2}{\sqrt\pi}\int_0^x e^{-t^2}\,dt,\qquad \operatorname{erfc}(x)=1-\operatorname{erf}(x).$$

Put the charge at the origin. A shell of radius $r$ has area $4\pi r^2$, so the volume integral is

$$\int_0^\infty 4\pi r^2\,\frac{\operatorname{erfc}(ar)}{r}\,dr=\int_0^\infty 4\pi r\operatorname{erfc}(ar)\,dr .$$

Since $\frac{d}{dr}\operatorname{erfc}(ar)=-\frac{2a}{\sqrt\pi}e^{-a^2r^2}$, integration by parts gives

$$\int 4\pi r\operatorname{erfc}(ar)\,dr=2\pi r^2\operatorname{erfc}(ar)+4\sqrt\pi\,a\int r^2e^{-a^2r^2}\,dr .$$

A second integration by parts gives

$$\int r^2e^{-a^2r^2}\,dr=-\frac{r}{2a^2}e^{-a^2r^2}+\frac{\sqrt\pi}{4a^3}\operatorname{erf}(ar).$$

Together they yield the primitive

$$F(r)=2\pi r^2\operatorname{erfc}(ar)+\frac{\pi}{a^2}\operatorname{erf}(ar)-\frac{2\sqrt\pi}{a}\,r\,e^{-a^2r^2}.$$

Clearly $F(0)=0$. For the limit at infinity we need a bound on erfc. The Gaussian integral gives $\operatorname{erf}(y)\to1$, so for $x\ge0$, with $t=s+x$,

$$\operatorname{erfc}(x)=\frac{2}{\sqrt\pi}\int_0^\infty e^{-(s+x)^2}\,ds\le e^{-x^2}\,\frac{2}{\sqrt\pi}\int_0^\infty e^{-s^2}\,ds=e^{-x^2},$$

because $(s+x)^2\ge s^2+x^2$ when $s,x\ge0$. Hence $r^2\operatorname{erfc}(ar)\le r^2e^{-a^2r^2}\to0$. The last term of $F$ also vanishes, and $F(r)\to\pi/a^2$. The integral over all $r>0$ is therefore $\pi/a^2-F(0)=\pi/a^2$.

Starting at $R$ instead, the exact remainder is $\pi/a^2-F(R)$. The same bound on erfc gives

$$\int_R^\infty4\pi r\operatorname{erfc}(ar)\,dr\le\int_R^\infty4\pi r\,e^{-a^2r^2}\,dr=\frac{2\pi}{a^2}e^{-a^2R^2}.$$

At $aR=3$ this is a fraction of at most $2e^{-9}\approx2.5\times10^{-4}$ of the full integral. At $R=0$ the bound is twice the exact value.

## The same integral in Lean

```lean
import Mathlib

open MeasureTheory Filter Set
open scoped Real Topology

namespace EwaldBackground

noncomputable section

/-- The error function, defined by its Gaussian integral. -/
def erf (x : ℝ) : ℝ := 2 / √π * ∫ t in (0 : ℝ)..x, Real.exp (-t ^ 2)

/-- The complementary error function. -/
def erfc (x : ℝ) : ℝ := 1 - erf x

/-- A closed-form radial function of the distance `r`, for a splitting parameter `a ≠ 0`. -/
def primitive (a r : ℝ) : ℝ :=
  2 * π * (r ^ 2 * erfc (a * r)) + π / a ^ 2 * erf (a * r)
    - 2 * π / (a * √π) * (r * Real.exp (-(a * r) ^ 2))

/-- The error function has the derivative `2 / √π * exp (-x²)` at every real `x`. -/
theorem erf_hasDerivAt (x : ℝ) : HasDerivAt erf (2 / √π * Real.exp (-x ^ 2)) x := by
  have hc : Continuous fun t : ℝ => Real.exp (-t ^ 2) := by fun_prop
  exact (hc.integral_hasStrictDerivAt 0 x).hasDerivAt.const_mul (2 / √π)

/-- The error function tends to one at large argument. -/
theorem erf_tendsto_one : Tendsto erf atTop (𝓝 1) := by
  have h0 : Integrable (fun t : ℝ => Real.exp (-t ^ 2)) := by
    simpa only [neg_mul, one_mul] using integrable_exp_neg_mul_sq (b := (1 : ℝ)) one_pos
  have hv : ∫ t in Ioi (0 : ℝ), Real.exp (-t ^ 2) = √π / 2 := by
    simpa only [neg_mul, one_mul, div_one] using integral_gaussian_Ioi 1
  have h1 := (intervalIntegral_tendsto_integral_Ioi 0 h0.integrableOn tendsto_id).const_mul
    (2 / √π)
  have hs : √π ≠ 0 := (Real.sqrt_pos.mpr Real.pi_pos).ne'
  have e : 2 / √π * (√π / 2) = 1 := by field_simp
  rw [hv, e] at h1
  exact h1

/-- For `x ≥ 0` the complementary error function lies between zero and the Gaussian
`exp (-x²)`. -/
theorem erfc_bounds {x : ℝ} (hx : 0 ≤ x) : 0 ≤ erfc x ∧ erfc x ≤ Real.exp (-x ^ 2) := by
  have hc : Continuous fun t : ℝ => Real.exp (-t ^ 2) := by fun_prop
  have hpos : 0 ≤ 2 / √π := by positivity
  have diff (y : ℝ) : erf y - erf x = 2 / √π * ∫ t in x..y, Real.exp (-t ^ 2) := by
    unfold erf
    rw [← mul_sub, intervalIntegral.integral_interval_sub_left
      (hc.intervalIntegrable _ _) (hc.intervalIntegrable _ _)]
  have hlim : Tendsto (fun y => erf y - erf x) atTop (𝓝 (erfc x)) :=
    erf_tendsto_one.sub_const (erf x)
  have hs : Tendsto (fun y : ℝ => y - x) atTop atTop := by
    simpa only [sub_eq_add_neg, id_eq] using
      tendsto_atTop_add_const_right atTop (-x) tendsto_id
  have hup := (erf_tendsto_one.comp hs).const_mul (Real.exp (-x ^ 2))
  rw [mul_one] at hup
  constructor
  · refine ge_of_tendsto hlim ?_
    filter_upwards [eventually_ge_atTop x] with y hy
    rw [diff]
    exact mul_nonneg hpos
      (intervalIntegral.integral_nonneg hy fun t _ => (Real.exp_pos _).le)
  · refine le_of_tendsto_of_tendsto hlim hup ?_
    filter_upwards [eventually_ge_atTop x] with y hy
    -- shift the integration variable by x and drop the cross term
    have shift := intervalIntegral.integral_comp_add_right (a := 0) (b := y - x)
      (fun t : ℝ => Real.exp (-t ^ 2)) x
    rw [zero_add, sub_add_cancel] at shift
    have hm : ∫ s in (0 : ℝ)..(y - x), Real.exp (-(s + x) ^ 2) ≤
        ∫ s in (0 : ℝ)..(y - x), Real.exp (-x ^ 2) * Real.exp (-s ^ 2) := by
      refine intervalIntegral.integral_mono_on (sub_nonneg.mpr hy)
        (Continuous.intervalIntegrable (by fun_prop) _ _)
        (Continuous.intervalIntegrable (by fun_prop) _ _) fun s hs => ?_
      rw [← Real.exp_add]
      exact Real.exp_le_exp.mpr (by nlinarith [mul_nonneg hs.1 hx])
    rw [intervalIntegral.integral_const_mul] at hm
    change erf y - erf x ≤ Real.exp (-x ^ 2) * erf (y - x)
    rw [diff, ← shift]
    refine (mul_le_mul_of_nonneg_left hm hpos).trans_eq ?_
    unfold erf
    ring

/-- The radial derivative of the Gaussian `exp (-(a r)²)`. -/
theorem gaussian_hasDerivAt (a r : ℝ) :
    HasDerivAt (fun r => Real.exp (-(a * r) ^ 2))
      (Real.exp (-(a * r) ^ 2) * (-(2 * (a * r) * a))) r := by
  have hl : HasDerivAt (fun r : ℝ => a * r) a r := by
    simpa using (hasDerivAt_id r).const_mul a
  exact ((hl.fun_pow 2).fun_neg).exp.congr_deriv (by norm_num)

/-- For `a > 0` the closed form `primitive a` has the radial derivative `4π r erfc (a r)`. -/
theorem primitive_hasDerivAt {a : ℝ} (ha : 0 < a) (r : ℝ) :
    HasDerivAt (primitive a) (4 * π * r * erfc (a * r)) r := by
  have hl : HasDerivAt (fun r : ℝ => a * r) a r := by
    simpa using (hasDerivAt_id r).const_mul a
  have he : HasDerivAt (fun r => erf (a * r)) (2 / √π * Real.exp (-(a * r) ^ 2) * a) r :=
    (erf_hasDerivAt (a * r)).comp r hl
  have hc : HasDerivAt (fun r => erfc (a * r))
      (-(2 / √π * Real.exp (-(a * r) ^ 2) * a)) r := he.const_sub 1
  have h2 : HasDerivAt (fun r : ℝ => r ^ 2) (2 * r) r := by simpa using hasDerivAt_pow 2 r
  have hs : √π ≠ 0 := (Real.sqrt_pos.mpr Real.pi_pos).ne'
  have h := (((h2.fun_mul hc).const_mul (2 * π)).fun_add (he.const_mul (π / a ^ 2))).fun_sub
    (((hasDerivAt_id' r).fun_mul (gaussian_hasDerivAt a r)).const_mul (2 * π / (a * √π)))
  refine h.congr_deriv ?_
  field_simp
  ring

/-- For `a > 0` the closed form `primitive a` tends to `π / a²` at large distance. -/
theorem primitive_tendsto {a : ℝ} (ha : 0 < a) :
    Tendsto (primitive a) atTop (𝓝 (π / a ^ 2)) := by
  have hlin : Tendsto (fun r : ℝ => a * r) atTop atTop := tendsto_id.const_mul_atTop ha
  have hE : Tendsto (fun r : ℝ => r ^ 2 * Real.exp (-(a * r) ^ 2)) atTop (𝓝 0) := by
    have h := ((Real.tendsto_pow_mul_exp_neg_atTop_nhds_zero 1).comp
      ((tendsto_pow_atTop two_ne_zero).comp hlin)).const_mul (1 / a ^ 2)
    rw [mul_zero] at h
    refine h.congr fun r => ?_
    change 1 / a ^ 2 * (((a * r) ^ 2) ^ 1 * Real.exp (-(a * r) ^ 2)) = _
    rw [pow_one, ← mul_assoc]
    congr 1
    field_simp
  -- for r ≥ 1 both r² erfc(a r) and r exp(-(a r)²) are at most r² exp(-(a r)²)
  have h1 : Tendsto (fun r : ℝ => r ^ 2 * erfc (a * r)) atTop (𝓝 0) := by
    refine squeeze_zero' ?_ ?_ hE <;> filter_upwards [eventually_ge_atTop 0] with r hr
    · exact mul_nonneg (sq_nonneg r) (erfc_bounds (mul_nonneg ha.le hr)).1
    · exact mul_le_mul_of_nonneg_left (erfc_bounds (mul_nonneg ha.le hr)).2 (sq_nonneg r)
  have h2 : Tendsto (fun r : ℝ => r * Real.exp (-(a * r) ^ 2)) atTop (𝓝 0) := by
    refine squeeze_zero' ?_ ?_ hE <;> filter_upwards [eventually_ge_atTop 1] with r hr
    · exact mul_nonneg (by linarith) (Real.exp_pos _).le
    · exact mul_le_mul_of_nonneg_right (by nlinarith) (Real.exp_pos _).le
  have h := ((h1.const_mul (2 * π)).add ((erf_tendsto_one.comp hlin).const_mul
    (π / a ^ 2))).sub (h2.const_mul (2 * π / (a * √π)))
  simp only [mul_zero, mul_one, zero_add, sub_zero] at h
  exact h

/-- For `a > 0` and a cutoff `R ≥ 0`, the radial integrand `4π r erfc (a r)` is integrable
beyond `R`, and its integral there is `π / a² - primitive a R`. -/
theorem cutoff_remainder {a R : ℝ} (ha : 0 < a) (hR : 0 ≤ R) :
    IntegrableOn (fun r => 4 * π * r * erfc (a * r)) (Ioi R) ∧
      ∫ r in Ioi R, 4 * π * r * erfc (a * r) = π / a ^ 2 - primitive a R := by
  have hp : ∀ r ∈ Ioi R, 0 ≤ 4 * π * r * erfc (a * r) := fun r hr => by
    have h0 : 0 ≤ r := hR.trans (le_of_lt hr)
    exact mul_nonneg (by positivity) (erfc_bounds (mul_nonneg ha.le h0)).1
  exact ⟨integrableOn_Ioi_deriv_of_nonneg' (fun r _ => primitive_hasDerivAt ha r) hp
      (primitive_tendsto ha),
    integral_Ioi_of_hasDerivAt_of_nonneg' (fun r _ => primitive_hasDerivAt ha r) hp
      (primitive_tendsto ha)⟩

/-- For `a > 0` the radial integral of `4π r erfc (a r)` over all `r > 0` is `π / a²`. -/
theorem radial_background {a : ℝ} (ha : 0 < a) :
    ∫ r in Ioi (0 : ℝ), 4 * π * r * erfc (a * r) = π / a ^ 2 := by
  rw [(cutoff_remainder ha le_rfl).2]
  simp [primitive, erf]

/-- For `a > 0`, the short-range Ewald potential `erfc (a d) / d` of a unit charge at `p`, with `d`
the distance from `p`, has the integral `π / a²` over all space. -/
theorem ewald_background {a : ℝ} (ha : 0 < a) (p : EuclideanSpace ℝ (Fin 3)) :
    ∫ x : EuclideanSpace ℝ (Fin 3), erfc (a * ‖x - p‖) / ‖x - p‖ = π / a ^ 2 := by
  -- move the charge to the origin, then use polar coordinates
  refine (integral_sub_right_eq_self
    (fun x : EuclideanSpace ℝ (Fin 3) => erfc (a * ‖x‖) / ‖x‖) p).trans ?_
  have h := integral_fun_norm_addHaar (volume : Measure (EuclideanSpace ℝ (Fin 3)))
    (fun r => erfc (a * r) / r)
  have hv : (volume : Measure (EuclideanSpace ℝ (Fin 3))).real (Metric.ball 0 1)
      = 4 / 3 * π := by
    rw [Measure.real, EuclideanSpace.volume_ball_fin_three, ENNReal.toReal_mul,
      ENNReal.toReal_pow, ENNReal.toReal_ofReal zero_le_one,
      ENNReal.toReal_ofReal (by positivity)]
    ring
  have e : ∫ y in Ioi (0 : ℝ), y ^ 2 * (erfc (a * y) / y) =
      ∫ y in Ioi (0 : ℝ), 1 / (4 * π) * (4 * π * y * erfc (a * y)) := by
    refine setIntegral_congr_fun measurableSet_Ioi fun y hy => ?_
    have hy0 : y ≠ 0 := ne_of_gt hy
    have hpi := Real.pi_ne_zero
    field_simp
  rw [hv, finrank_euclideanSpace_fin] at h
  refine h.trans ?_
  simp only [nsmul_eq_mul, smul_eq_mul, Nat.cast_ofNat]
  rw [e, integral_const_mul, radial_background ha]
  have hpi := Real.pi_ne_zero
  field_simp

/-- For `a > 0` and a cutoff `R ≥ 0`, the part of the radial integral beyond `R` is at most
`(2π / a²) exp (-(a R)²)`. -/
theorem cutoff_error {a R : ℝ} (ha : 0 < a) (hR : 0 ≤ R) :
    ∫ r in Ioi R, 4 * π * r * erfc (a * r) ≤ 2 * π / a ^ 2 * Real.exp (-(a * R) ^ 2) := by
  have hd : ∀ r ∈ Ici R, HasDerivAt (fun r => -(2 * π / a ^ 2) * Real.exp (-(a * r) ^ 2))
      (4 * π * r * Real.exp (-(a * r) ^ 2)) r := fun r _ => by
    refine ((gaussian_hasDerivAt a r).const_mul (-(2 * π / a ^ 2))).congr_deriv ?_
    field_simp
    ring
  have hp : ∀ r ∈ Ioi R, 0 ≤ 4 * π * r * Real.exp (-(a * r) ^ 2) := fun r hr => by
    have h0 : 0 ≤ r := hR.trans (le_of_lt hr)
    positivity
  have hlin : Tendsto (fun r : ℝ => a * r) atTop atTop := tendsto_id.const_mul_atTop ha
  have ht : Tendsto (fun r => -(2 * π / a ^ 2) * Real.exp (-(a * r) ^ 2)) atTop (𝓝 0) := by
    have h := (Real.tendsto_exp_neg_atTop_nhds_zero.comp
      ((tendsto_pow_atTop two_ne_zero).comp hlin)).const_mul (-(2 * π / a ^ 2))
    rw [mul_zero] at h
    exact h
  -- compare with the Gaussian integrand, whose integral is elementary
  calc ∫ r in Ioi R, 4 * π * r * erfc (a * r)
      ≤ ∫ r in Ioi R, 4 * π * r * Real.exp (-(a * r) ^ 2) := by
        refine setIntegral_mono_on (cutoff_remainder ha hR).1
          (integrableOn_Ioi_deriv_of_nonneg' hd hp ht) measurableSet_Ioi fun r hr => ?_
        have h0 : 0 ≤ r := hR.trans (le_of_lt hr)
        exact mul_le_mul_of_nonneg_left (erfc_bounds (mul_nonneg ha.le h0)).2 (by positivity)
    _ = 2 * π / a ^ 2 * Real.exp (-(a * R) ^ 2) := by
        rw [integral_Ioi_of_hasDerivAt_of_nonneg' hd hp ht]
        ring

end

end EwaldBackground
```

```lean
#print axioms EwaldBackground.ewald_background
#print axioms EwaldBackground.cutoff_error
```

```
'EwaldBackground.ewald_background' depends on axioms: [propext, Classical.choice, Quot.sound]
'EwaldBackground.cutoff_error' depends on axioms: [propext, Classical.choice, Quot.sound]
```

The main theorem is `ewald_background`. It says that for every real `a` with `0 < a` and every point `p` of three-dimensional Euclidean space, the integral of `erfc (a * ‖x - p‖) / ‖x - p‖` over all `x` equals `π / a ^ 2`. The type `EuclideanSpace ℝ (Fin 3)` is ordinary space with its usual volume, `p` is the position of the ion, and `‖x - p‖` is the distance $r$. At `x = p` Lean's division returns zero, but a single point has no volume.

The parameter `a` is an inverse length, the factor that multiplies $r$ inside erfc. Where a code writes $\operatorname{erfc}(\sqrt{\alpha}\,r)$ instead, $\alpha$ is $a^2$ and the constant is $\pi/\alpha$. Its positivity means that the Gaussian cloud screening the ion has a finite width, of order $1/a$. The charge is one and the Coulomb potential is $1/r$, without a factor $1/(4\pi\varepsilon_0)$.

Three further theorems concern the radial integral:

- `radial_background` gives its value over all $r>0$.
- `cutoff_remainder` says that for `0 ≤ R` the integrand is integrable beyond `R`, with integral `π / a ^ 2 - primitive a R`. Here `primitive a r` is $F(r)$, with $2\sqrt\pi/a$ written as `2 * π / (a * √π)`.
- `cutoff_error` gives the Gaussian bound on that remainder.

The result bears on simulations and electronic-structure calculations of charged periodic cells, through the short-range potential of one classical point charge in infinite space. The step from there to a crystal is the one used above, in which the sum over images in one cell is unfolded into an integral over all space; the theorems contain no lattice.

## From the Gaussian integral to the cutoff bound

`erf_hasDerivAt` differentiates the defining integral by the fundamental theorem of calculus. `erf_tendsto_one` takes the half-line Gaussian integral $\sqrt\pi/2$ from Mathlib and multiplies it by $2/\sqrt\pi$.

`erfc_bounds` works with a finite upper limit $y$ and then lets $y\to\infty$. The step `diff` writes $\operatorname{erf}(y)-\operatorname{erf}(x)$ as an integral from $x$ to $y$, and `shift` substitutes $t=s+x$. The call to `nlinarith` supplies $(s+x)^2\ge s^2+x^2$ from $sx\ge0$. The resulting inequality $\operatorname{erf}(y)-\operatorname{erf}(x)\le e^{-x^2}\operatorname{erf}(y-x)$ passes to the limit.

The two integrations by parts are not repeated in Lean. `primitive_hasDerivAt` starts from their result and differentiates it by the product and chain rules, using `gaussian_hasDerivAt` for the exponential. All Gaussian terms then cancel, which `field_simp` and `ring` confirm, and $4\pi r\operatorname{erfc}(ar)$ remains.

`primitive_tendsto` first shows $r^2e^{-a^2r^2}\to0$, in the step `hE`. It then squeezes both boundary terms below this function: the erfc term by `erfc_bounds`, and $r\,e^{-a^2r^2}$ by $r\le r^2$ for $r\ge1$.

In `cutoff_remainder` the integrand is non-negative and its primitive has a finite limit. The fundamental theorem on a half-line then yields both integrability and the value. `radial_background` sets $R=0$, where `simp` finds $F(0)=0$.

`ewald_background` moves the ion to the origin by translation invariance, `integral_sub_right_eq_self`. Mathlib's polar-coordinate formula `integral_fun_norm_addHaar` then produces the dimension times the volume of the unit ball, $3\cdot\frac43\pi=4\pi$, which is the shell factor. The step `e` cancels one power of $r$ and brings in the radial integral.

Finally, `cutoff_error` compares the integrands through `erfc_bounds` and integrates the Gaussian one with the primitive $-(2\pi/a^2)e^{-a^2r^2}$.
